# Exactly two sets of vectors r_i + c Σ_j r_j have no kinetic cross terms for N ≥ 2 equal masses around a central mass

In a molecule such as methane, the natural internal vectors run from the central atom to each outer atom. They treat the equal atoms alike, but all of them start at the same central atom, so its motion couples them: the kinetic energy contains products of momenta belonging to different bonds. Adding the same multiple c of the sum of all bond vectors to each one keeps the equal atoms on the same footing. The question is whether some c removes the coupling.

For N ≥ 2 outer atoms of mass m > 0 and a central atom of mass M > 0, exactly two real values of c do so. They are the solutions of

(1 + cN)² (1 + Nm/M) = 1.

For either of these two values of c, and with the centre of mass separated off, the quantum kinetic energy operator is −ħ²/(2m) times a sum of one-vector Laplacians, a convenient starting point for rovibrational calculations.

## Atoms, bonds and masses as matrices

```lean
import Mathlib

open Matrix

namespace SymmetricOrthogonalVectors

noncomputable section

/-- The `N × N` matrix `J` with all entries equal to one. -/
def allOnes (N : ℕ) : Matrix (Fin N) (Fin N) ℝ := Matrix.of fun _ _ => 1
```

`Fin N` is the index set 0, 1, …, N−1, which labels the outer atoms and also their bonds. `Matrix (Fin N) (Fin N) ℝ` is the type of real N × N matrices, and `fun _ _ => 1` gives the entry 1 whatever the row and column. This is the matrix J, with J_ij = 1.

```lean
/-- The matrix taking atomic positions to central-bond vectors `r_i = x_i - x_0`, for one
Cartesian component; the index `none` is the central atom. -/
def bondMatrix (N : ℕ) : Matrix (Fin N) (Option (Fin N)) ℝ :=
  Matrix.of fun i a => a.elim (-1) (fun j => if i = j then 1 else 0)
```

The columns of this matrix are labelled by atoms. `Option (Fin N)` is the set of outer labels with one extra element, `none`, which stands for the central atom. Write X for the position of the centre and x_i for that of outer atom i, in one Cartesian component. The comment in the code calls the central position x_0; it is not the position of outer atom 0.

The function `elim` gives one value for `none` and another for an outer atom. The bond matrix B therefore has −1 in the central column and δ_ij in outer column j, so that

(B x)_i = x_i − X = r_i.

The three Cartesian components behave identically, so one is enough.

```lean
/-- The inverse masses of the atoms: `1/M` for the centre and `1/m` for each outer atom,
for nonzero `m` and `M`. -/
def invMass (N : ℕ) (m M : ℝ) : Option (Fin N) → ℝ :=
  fun a => a.elim (1 / M) (fun _ => 1 / m)
```

Each atom is assigned its inverse mass: 1/M for the centre and 1/m for every outer atom. All the outer masses are equal from here on.

```lean
/-- The kinetic matrix `G = B diag(1/mass) Bᵀ` of the central-bond vectors,
for nonzero `m` and `M`. -/
def kineticG (N : ℕ) (m M : ℝ) : Matrix (Fin N) (Fin N) ℝ :=
  bondMatrix N * Matrix.diagonal (invMass N m M) * (bondMatrix N)ᵀ
```

With D the diagonal matrix of inverse masses, this defines

G = B D Bᵀ.

The definition comes from ordinary mechanics. Let p_i be the momentum conjugate to r_i, and let the total momentum vanish. By the chain rule, atom a has momentum Σ_i B_ia p_i. Summing the squared atomic momenta divided by the masses gives the kinetic energy K as

2K = Σ_ij G_ij p_i p_j.

An off-diagonal entry of G is thus a kinetic cross term between two bonds.

```lean
/-- The permutation-symmetric change of vectors `1 + c J`. -/
def mixing (N : ℕ) (c : ℝ) : Matrix (Fin N) (Fin N) ℝ := 1 + c • allOnes N
```

Here `1` is the identity matrix and `•` multiplies a matrix by a number. The definition reads T = 1 + cJ. It fixes a normalisation: r_i itself enters the new vector number i with an extra coefficient of exactly one, besides the common share c. Rescaling all the new vectors by a common nonzero factor would also preserve the absence of cross terms, and this convention removes that freedom from the count of solutions.

```lean
/-- The coefficient `c = (s / √(1 + N m / M) - 1) / N`, used with the sign `s = 1` or `s = -1`,
for `N ≥ 1` and positive masses. -/
def orthoCoeff (N : ℕ) (m M s : ℝ) : ℝ := (s / √(1 + N * m / M) - 1) / N
```

This names the candidate solutions. With the abbreviation ρ = 1 + Nm/M, they are

c_s = (s/√ρ − 1)/N, with s = 1 or s = −1.

At this stage it is only a formula; that it solves the problem is proved further down.

## The kinetic matrix before and after mixing

```lean
/-- The kinetic matrix of the central-bond vectors is `1/m` times the identity plus `J/M`. -/
theorem kineticG_eq (N : ℕ) (m M : ℝ) :
    kineticG N m M = (1 / m) • (1 : Matrix (Fin N) (Fin N) ℝ) + (1 / M) • allOnes N := by
  ext i j
  rw [kineticG, Matrix.mul_apply, Fintype.sum_option]
  by_cases h : i = j
  · subst h
    simp [Matrix.mul_diagonal, bondMatrix, invMass, allOnes, add_comm]
  · simp [Matrix.mul_diagonal, bondMatrix, invMass, allOnes, h]
```

A theorem in Lean lists its variables and hypotheses before the colon, its claim after it, and its proof after `:= by`. The claim here is

G = (1/m) 1 + (1/M) J.

By hand, one sums over the atoms, taking the centre separately:

G_ij = (−1)(1/M)(−1) + Σ_k δ_ik (1/m) δ_jk = 1/M + δ_ij/m.

The proof does the same. `ext i j` reduces the matrix equation to its entries, `Fintype.sum_option` splits the sum into the central atom and the outer atoms, and `by_cases` treats i = j and i ≠ j separately. In each case `simp` evaluates the entries.

```lean
/-- The mixed vectors are `q_i = r_i + c ∑ r_j`. -/
theorem mixing_mulVec (N : ℕ) (c : ℝ) (w : Fin N → ℝ) (i : Fin N) :
    (mixing N c *ᵥ w) i = w i + c * ∑ j, w j := by
  simp [mixing, allOnes, Matrix.mulVec, dotProduct, add_mul, Finset.sum_add_distrib,
    Finset.mul_sum, Matrix.one_apply]
```

The symbol `*ᵥ` applies a matrix to a vector. Since every row of J sums the components,

(T w)_i = w_i + c Σ_j w_j.

With w = r this gives the mixed vectors q_i = r_i + c Σ_j r_j. The proof expands the product and the sum.

```lean
/-- The kinetic matrix computed from the atomic masses for the mixed vectors is
`(1 + c J) G (1 + c J)`. -/
theorem kineticG_of_mixed (N : ℕ) (m M c : ℝ) :
    (mixing N c * bondMatrix N) * Matrix.diagonal (invMass N m M) *
      (mixing N c * bondMatrix N)ᵀ = mixing N c * kineticG N m M * mixing N c := by
  have hT : (mixing N c)ᵀ = mixing N c := by
    rw [mixing, Matrix.transpose_add, Matrix.transpose_one, Matrix.transpose_smul]
    rfl
  rw [Matrix.transpose_mul, hT, kineticG]
  simp only [Matrix.mul_assoc]
```

The mixed vectors depend on the atomic positions through q = T B x, so their bond matrix is TB. Their kinetic matrix, computed afresh from the atomic masses, is

(TB) D (TB)ᵀ = T (B D Bᵀ) Tᵀ = T G T,

because T is symmetric. In the proof, `hT` records this symmetry, and the rest reverses the transposed product and moves brackets. This justifies studying TGT as the kinetic matrix of the new vectors.

```lean
/-- The transformed kinetic matrix is `1/m` times the identity plus a multiple of `J`, which
carries all the kinetic coupling between different vectors. -/
theorem mixed_kineticG_eq (N : ℕ) (m M c : ℝ) :
    mixing N c * kineticG N m M * mixing N c =
      (1 / m) • (1 : Matrix (Fin N) (Fin N) ℝ) +
        ((2 * c + N * c ^ 2) / m + (1 + c * N) ^ 2 / M) • allOnes N := by
  -- besides the explicit form of G, the computation uses J² = N J
  have hJ : allOnes N * allOnes N = (N : ℝ) • allOnes N := by
    ext i j
    simp [allOnes, Matrix.mul_apply]
  rw [kineticG_eq, mixing]
  simp only [Matrix.add_mul, Matrix.mul_add, Matrix.one_mul, Matrix.mul_one,
    Matrix.smul_mul, Matrix.mul_smul, hJ, smul_add, smul_smul]
  module
```

The claim is that mixing preserves the form of G:

T G T = (1/m) 1 + b J, with b = (2c + Nc²)/m + (1 + cN)²/M.

The derivation needs one fact about J. Each entry of J² is a sum of N ones, so J² = NJ. Hence

T² = 1 + 2cJ + c²J² = 1 + (2c + Nc²) J,

T J = J + cJ² = (1 + cN) J,

T J T = (1 + cN)² J.

Inserting G = (1/m) 1 + (1/M) J gives TGT = T²/m + TJT/M, which is the stated result. In the code, `hJ` is J² = NJ, `simp only` multiplies out the product using it, and `module` matches the coefficients of 1 and J.

## When the cross terms vanish

```lean
/-- For two or more vectors, `a 1 + b J` is diagonal exactly when `b = 0`. -/
theorem isDiag_iff {N : ℕ} (hN : 2 ≤ N) (a b : ℝ) :
    (a • (1 : Matrix (Fin N) (Fin N) ℝ) + b • allOnes N).IsDiag ↔ b = 0 := by
  constructor
  · intro h
    have hne : (⟨0, by omega⟩ : Fin N) ≠ ⟨1, by omega⟩ := by simp
    have h01 := h hne
    simpa [allOnes, Matrix.one_apply] using h01
  · intro hb i j hij
    simp [hb, hij]
```

`IsDiag` says that every entry with different row and column indices is zero. The double arrow `↔` means "if and only if", and `hN` is the name of the hypothesis N ≥ 2.

Every off-diagonal entry of a1 + bJ equals b. If the matrix is diagonal, its entry in row 0 and column 1 vanishes, so b = 0. Conversely, b = 0 leaves a multiple of the identity. `constructor` separates these two directions, and the first one reads off precisely that entry. With fewer than two vectors there would be no off-diagonal entry, and nothing would force b to vanish.

```lean
/-- For `N ≥ 2` equal positive masses `m` around a positive central mass `M`, the vectors
`r_i + c ∑ r_j` have no kinetic cross terms if and only if `(1 + cN)² (1 + Nm/M) = 1`. -/
theorem orthogonal_iff {N : ℕ} (hN : 2 ≤ N) {m M : ℝ} (hm : 0 < m) (hM : 0 < M) (c : ℝ) :
    (mixing N c * kineticG N m M * mixing N c).IsDiag ↔
      (1 + c * N) ^ 2 * (1 + N * m / M) = 1 := by
  have hN0 : (0 : ℝ) < N := by exact_mod_cast (by omega : 0 < N)
  have hm0 := hm.ne'
  have hM0 := hM.ne'
  -- the condition is the coupling coefficient multiplied by N m
  have key : (1 + c * N) ^ 2 * (1 + N * m / M) - 1 =
      N * m * ((2 * c + N * c ^ 2) / m + (1 + c * N) ^ 2 / M) := by
    field_simp
    ring
  rw [mixed_kineticG_eq, isDiag_iff hN]
  constructor
  · intro h
    linear_combination key + N * m * h
  · intro h
    have h0 : N * m * ((2 * c + N * c ^ 2) / m + (1 + c * N) ^ 2 / M) = 0 := by
      linear_combination h - key
    exact (mul_eq_zero.mp h0).resolve_left (mul_pos hN0 hm).ne'
```

For N ≥ 2, m > 0, M > 0 and any real c, the mixed vectors have no kinetic cross terms if and only if (1 + cN)² ρ = 1.

By the two preceding results, the matrix is diagonal exactly when b = 0. Multiply b by Nm:

Nmb = N(2c + Nc²) + (1 + cN)² Nm/M.

The first term on the right is (1 + cN)² − 1. Therefore

Nmb = (1 + cN)² (1 + Nm/M) − 1.

Since Nm is positive, b = 0 is equivalent to the vanishing of the right-hand side.

The line called `key` is this last equation, obtained by clearing denominators with `field_simp` and comparing polynomials with `ring`. In the two directions that follow, `linear_combination` derives an equation by adding multiples of known ones. The last line cancels the nonzero factor Nm.

When the condition holds, b = 0 leaves TGT = (1/m) 1. Each mixed vector then carries the mass m of an outer atom, and M enters only through the choice of c.

```lean
/-- For `N ≥ 2` and positive masses, exactly two distinct real coefficients `c` remove the
kinetic cross terms, one for each sign of the square root. -/
theorem exactly_two_choices {N : ℕ} (hN : 2 ≤ N) {m M : ℝ} (hm : 0 < m) (hM : 0 < M) :
    {c : ℝ | (mixing N c * kineticG N m M * mixing N c).IsDiag} =
        {orthoCoeff N m M 1, orthoCoeff N m M (-1)} ∧
      orthoCoeff N m M 1 ≠ orthoCoeff N m M (-1) := by
  have hN0 : (N : ℝ) ≠ 0 := by exact_mod_cast (by omega : N ≠ 0)
  have hD : 0 < 1 + N * m / M := by positivity
  have hr : √(1 + N * m / M) ≠ 0 := (Real.sqrt_pos.mpr hD).ne'
  have hlin : ∀ c s : ℝ, c = orthoCoeff N m M s ↔ (c * N + 1) * √(1 + N * m / M) = s := by
    intro c s
    rw [orthoCoeff, eq_div_iff hN0, eq_sub_iff_add_eq, eq_div_iff hr]
  constructor
  · ext c
    simp only [Set.mem_ofPred_eq, Set.mem_insert_iff, Set.mem_singleton_iff]
    rw [orthogonal_iff hN hm hM, hlin c 1, hlin c (-1), ← mul_self_eq_one_iff]
    -- the condition says that a square equals one
    have hs := Real.mul_self_sqrt hD.le
    have e : (c * N + 1) * √(1 + N * m / M) * ((c * N + 1) * √(1 + N * m / M)) =
        (1 + c * N) ^ 2 * (1 + N * m / M) := by
      linear_combination (c * N + 1) ^ 2 * hs
    rw [e]
  · intro h
    have h1 := (hlin _ 1).1 rfl
    have h2 := (hlin _ (-1)).1 h
    linarith
```

The first half of the statement is an equality of sets: the real numbers c for which TGT is diagonal are precisely c_1 and c_(−1). The symbol `∧` means "and", and the second half says that these two numbers differ.

By hand, ρ > 0 because the masses are positive, so the condition can be written as a square:

((1 + cN) √ρ)² = 1.

A real number whose square is one is 1 or −1, hence

(1 + cN) √ρ = s, with s = 1 or s = −1.

Solving for c gives c = (s/√ρ − 1)/N = c_s. If the two solutions coincided, the same left-hand side would equal both 1 and −1, which is impossible.

The auxiliary statement `hlin` is the equivalence between c = c_s and (cN + 1) √ρ = s. The proof uses it for both signs, together with `mul_self_eq_one_iff`, the fact about numbers whose square is one. The equation `e` identifies that square with the left-hand side of the orthogonality condition. For distinctness, `linarith` finds the contradiction between 1 and −1.

## The same condition in terms of velocities

```lean
/-- In the centre-of-mass frame, for positive outer mass `m`, nonzero `M` and `N ≥ 1`, a
coefficient obeying the orthogonality condition makes twice the kinetic energy (one Cartesian
component) equal to `m` times the sum of squared velocities of the mixed vectors. -/
theorem kinetic_energy_eq {N : ℕ} (hN : 0 < N) {m M c : ℝ} (hm : 0 < m) (hM : M ≠ 0)
    (hc : (1 + c * N) ^ 2 * (1 + N * m / M) = 1) (v₀ : ℝ) (v : Fin N → ℝ)
    (hcm : M * v₀ + m * ∑ i, v i = 0) :
    M * v₀ ^ 2 + m * ∑ i, v i ^ 2 =
      m * ∑ i, ((mixing N c *ᵥ fun j => v j - v₀) i) ^ 2 := by
  have hN0 : (N : ℝ) ≠ 0 := by exact_mod_cast hN.ne'
  have hm0 := hm.ne'
  -- the orthogonality condition without denominators
  have hK : M + N * m = M * (1 + N * m / M) := by field_simp
  have h2 : (M + N * m) * (2 * c + N * c ^ 2) = -m := by
    apply mul_left_cancel₀ hN0
    linear_combination M * hc + (1 + c * N) ^ 2 * hK
  -- vanishing total momentum fixes the sum of the outer velocities
  obtain ⟨t, rfl⟩ : ∃ t, v₀ = m * t := ⟨v₀ / m, by field_simp⟩
  have hS : ∑ i, v i = -M * t := by
    apply mul_left_cancel₀ hm0
    linear_combination hcm
  have hq : ∀ i, (mixing N c *ᵥ fun j => v j - m * t) i =
      v i + (c * (-M * t - N * (m * t)) - m * t) := by
    intro i
    rw [mixing_mulVec, Finset.sum_sub_distrib, hS]
    simp only [Finset.sum_const, Finset.card_univ, Fintype.card_fin, nsmul_eq_mul]
    ring
  have hsq : ∀ d : ℝ, ∑ i, (v i + d) ^ 2 =
      ∑ i, v i ^ 2 + 2 * d * ∑ i, v i + N * d ^ 2 := by
    intro d
    have h : ∀ i, (v i + d) ^ 2 = v i ^ 2 + 2 * d * v i + d ^ 2 := fun i => by ring
    simp only [h, Finset.sum_add_distrib, ← Finset.mul_sum, Finset.sum_const,
      Finset.card_univ, Fintype.card_fin, nsmul_eq_mul]
  simp only [hq]
  rw [hsq, hS]
  linear_combination (-(m * t ^ 2 * (M + N * m))) * h2

end

end SymmetricOrthogonalVectors
```

This theorem starts from the atomic velocities instead of the matrix G. The variable `v₀` is the velocity of the centre, written V here, while v_i is the velocity of outer atom i. The hypothesis `hcm` states that the total momentum is zero, and `hc` is the orthogonality condition. The claim is

M V² + m Σ_i v_i² = m Σ_i q̇_i², where q̇_i = (v_i − V) + c Σ_j (v_j − V).

The left side is twice the kinetic energy in one Cartesian component. The theorem allows N = 1 and any nonzero M; the physical case is M > 0.

Let μ = M + Nm be the total mass. The condition `hc` says (1 + cN)² μ = M. Since (1 + cN)² = 1 + N(2c + Nc²), subtracting μ and dividing by N gives

μ (2c + Nc²) = −m,

which is `h2` in the code. Next put V = mt. Zero total momentum then gives Σ_i v_i = −Mt, the statement `hS`. Each mixed velocity is the outer velocity plus a common shift d:

q̇_i = v_i + d, with d = −t (m + cμ).

This is `hq`. Expanding the squares, as in `hsq`, gives

Σ_i q̇_i² = Σ_i v_i² − 2dMt + Nd².

Inserting d and collecting terms, the last two contributions become

−2dMt + Nd² = t² [2Mm + Nm² + μ² (2c + Nc²)].

By `h2`, the final term in the bracket is −mμ = −mM − Nm², so the bracket equals Mm. Multiplying by m yields

m (−2dMt + Nd²) = M m² t² = M V²,

which is the kinetic energy term of the central atom. The final `linear_combination` carries out this last substitution.

The result concerns the kinetic energy in Cartesian components of the vectors. It makes no statement about the potential, or about the couplings that appear when a rotating body-fixed frame is introduced.

```lean
#print axioms SymmetricOrthogonalVectors.kineticG_of_mixed
#print axioms SymmetricOrthogonalVectors.exactly_two_choices
#print axioms SymmetricOrthogonalVectors.kinetic_energy_eq
```

```
'SymmetricOrthogonalVectors.kineticG_of_mixed' depends on axioms: [propext, Classical.choice, Quot.sound]
'SymmetricOrthogonalVectors.exactly_two_choices' depends on axioms: [propext, Classical.choice, Quot.sound]
'SymmetricOrthogonalVectors.kinetic_energy_eq' depends on axioms: [propext, Classical.choice, Quot.sound]
```
